# Cut-off 1s orbitals escape a Darwin contact term: their energy tends to $-Z^2/2$

## A relativistic shift that minimisation can remove

Add a repulsive Darwin term to a hydrogen-like Hamiltonian, minimise the energy over ever more flexible trial functions, and the shift you wanted can drain away. The term acts only at the nucleus, and a trial function can vanish there at very little cost in energy.

Take one electron, a point nucleus of charge $Z>0$, atomic units and real s functions $u(r)$. With a contact strength $D$, the Rayleigh quotient is

$$R_D[u]=\frac{E[u]+D\,u(0)^2}{N[u]},\qquad E[u]=\int_0^\infty\Big(\frac{u'^2}{2}-\frac{Zu^2}{r}\Big)r^2\,dr,\qquad N[u]=\int_0^\infty u^2r^2\,dr.$$

The Darwin term corresponds to $D=Z/(8c^2)$, where $c$ is the speed of light; the theorems leave $D$ free. The trial functions are the 1s orbital $\exp(-Zr)$, cut off linearly inside a radius $e>0$ (in the formulas, $e$ raised to an exponent containing $Z$ is the exponential function; every other $e$ is this radius):

$$u_e(r)=\min(r/e,1)\,e^{-Zr}.$$

## The limit and the 1s value

`contact_term_lost` says that for $Z>0$ and every real $D$, $R_D[u_e]\to-Z^2/2$ as $e\to0$ from above, which Lean writes as `𝓝[>] 0`. `rayleigh_orbital1s` gives $-Z^2/2+4DZ^3$ for the 1s orbital itself. Hence, by `cutoff_beats_orbital1s`, if $D>0$ then all sufficiently small $e$ give a value strictly below the 1s value.

In the code, `coulombEnergy`, `normSq` and `rayleigh` are $E$, $N$ and $R_D$. The functions are not normalised; division by $N$ takes care of that. The derivative `deriv` is the pointwise one, and the kink at $r=e$ is a single point that no integral sees. The statements concern these trial functions only: no operator or domain is constructed, and the mass-velocity term is absent.

In this one-electron model, the first-order shift $4DZ^3$ is therefore not a quantity that unrestricted minimisation preserves.

## The excess energy as a square

Expanding the square and the derivative shows that

$$\Big(\frac{u'^2}{2}-\frac{Zu^2}{r}+\frac{Z^2u^2}{2}\Big)r^2=\frac{(u'+Zu)^2r^2}{2}-\frac{d}{dr}\Big(\frac Z2r^2u^2\Big).$$

For $u_e$, $u'+Zu$ equals $e^{-Zr}/e$ inside the cut-off and zero outside. The total derivative contributes $-\frac Z2e^2e^{-2Ze}$ from the inside and the opposite amount from the outside. So

$$E[u_e]+\frac{Z^2}{2}N[u_e]=\frac1{2e^2}\int_0^e r^2e^{-2Zr}\,dr.$$

The right side is non-negative and at most $\frac{1}{2e^2}\cdot\frac{e^3}{3}=\frac e6$. For $e\le1$ the shell $1<r\le2$ alone gives $N[u_e]\ge e^{-4Z}$. Since $u_e(0)=0$, the contact term drops out, and

$$-\frac{Z^2}2\le R_D[u_e]\le-\frac{Z^2}2+\frac{e^{4Z}e}{6}.$$

Letting $e\to0$ gives the limit.

For the 1s orbital, $u'+Zu=0$ everywhere and the boundary terms vanish, so $E=-\frac{Z^2}2N$. With $N=2/(2Z)^3=1/(4Z^3)$ and $u(0)=1$, the contact term adds $D/N=4DZ^3$.

## A lower bound from the same square

Let $u$ be any nonzero, continuous, piecewise smooth function with finite integrals and $r^2u^2\to0$ at both ends. Integrating the identity gives $E[u]\ge-\frac{Z^2}2N[u]$. By this extra argument, which is not in the file, the infimum of $R_D$ over such functions is exactly $-Z^2/2$ for every $D\ge0$.

## Definitions and theorems in Lean

```lean
import Mathlib

open MeasureTheory Set Filter Topology

namespace DarwinContactTerm

noncomputable section

/-- The 1s orbital `exp (-Z r)`, not normalized. -/
def orbital1s (Z r : ℝ) : ℝ := Real.exp (-Z * r)

/-- The 1s orbital cut off linearly inside the radius `e > 0`. -/
def cutoff (Z e r : ℝ) : ℝ := min (r / e) 1 * Real.exp (-Z * r)

/-- Radial density of kinetic plus Coulomb energy of an s function, for `r > 0`. -/
def energyDensity (Z : ℝ) (u : ℝ → ℝ) (r : ℝ) : ℝ :=
  ((deriv u r) ^ 2 / 2 - Z * u r ^ 2 / r) * r ^ 2

/-- Kinetic plus Coulomb energy of a radial function. -/
def coulombEnergy (Z : ℝ) (u : ℝ → ℝ) : ℝ := ∫ r in Ioi (0 : ℝ), energyDensity Z u r

/-- Squared radial norm. -/
def normSq (u : ℝ → ℝ) : ℝ := ∫ r in Ioi (0 : ℝ), u r ^ 2 * r ^ 2

/-- Rayleigh quotient with a contact term of strength `D` at the nucleus,
for functions of nonzero norm. -/
def rayleigh (Z D : ℝ) (u : ℝ → ℝ) : ℝ := (coulombEnergy Z u + D * u 0 ^ 2) / normSq u

/-- Derivative of a power of the radius times an exponential. -/
theorem hasDerivAt_moment (c k : ℝ) (n : ℕ) (r : ℝ) :
    HasDerivAt (fun s : ℝ => c * (s ^ (n + 1) * Real.exp (k * s)))
      (c * ((n + 1) * r ^ n + k * r ^ (n + 1)) * Real.exp (k * r)) r := by
  refine (((hasDerivAt_pow (n + 1) r).fun_mul
    ((hasDerivAt_id' r).const_mul k).exp).const_mul c).congr_deriv ?_
  simp only [Nat.add_sub_cancel, Nat.cast_add, Nat.cast_one]
  ring

/-- For `Z > 0`, a quadratic polynomial without constant term times `exp (-2Zr)` is
integrable beyond any radius `a ≥ 0`. -/
theorem integrable_poly {Z a : ℝ} (hZ : 0 < Z) (ha : 0 ≤ a) (b c : ℝ) :
    IntegrableOn (fun r : ℝ => (b * r ^ 2 + c * r) * Real.exp (-(2 * Z) * r)) (Ioi a) := by
  have m (n : ℕ) : Integrable (fun r : ℝ => r ^ n * Real.exp (-(2 * Z) * r))
      (volume.restrict (Ioi 0)) := by
    have h := integrableOn_rpow_mul_exp_neg_mul_rpow (s := (n : ℝ)) (p := 1) (b := 2 * Z)
      (lt_of_lt_of_le (by norm_num) n.cast_nonneg) one_pos (by positivity)
    simp only [Real.rpow_natCast, Real.rpow_one] at h
    exact h
  have h : IntegrableOn (fun r : ℝ => (b * r ^ 2 + c * r) * Real.exp (-(2 * Z) * r))
      (Ioi 0) := by
    refine Integrable.congr (((m 2).const_mul b).add ((m 1).const_mul c))
      (ae_of_all _ fun r => ?_)
    show b * (r ^ 2 * Real.exp (-(2 * Z) * r)) + c * (r ^ 1 * Real.exp (-(2 * Z) * r))
      = (b * r ^ 2 + c * r) * Real.exp (-(2 * Z) * r)
    ring
  exact h.mono_set (Ioi_subset_Ioi ha)

/-- For `Z > 0` and `a ≥ 0`, the integral of `(Z²r² - Zr) exp (-2Zr)` beyond `a` is
the boundary term `(Z/2) a² exp (-2Za)`. -/
theorem integral_tail {Z a : ℝ} (hZ : 0 < Z) (ha : 0 ≤ a) :
    ∫ r in Ioi a, (Z ^ 2 * r ^ 2 + -Z * r) * Real.exp (-(2 * Z) * r)
      = Z / 2 * a ^ 2 * Real.exp (-(2 * Z) * a) := by
  have hc : Continuous (fun r : ℝ => -Z / 2 * (r ^ 2 * Real.exp (-(2 * Z) * r))) := by
    fun_prop
  have hlim : Tendsto (fun r : ℝ => -Z / 2 * (r ^ 2 * Real.exp (-(2 * Z) * r)))
      atTop (𝓝 0) := by
    have h := ((Real.tendsto_pow_mul_exp_neg_atTop_nhds_zero 2).comp
      (tendsto_id.const_mul_atTop (show 0 < 2 * Z by positivity))).const_mul (-(1 / (8 * Z)))
    rw [mul_zero] at h
    refine h.congr fun r => ?_
    show -(1 / (8 * Z)) * ((2 * Z * r) ^ 2 * Real.exp (-(2 * Z * r))) = _
    have hz : Z⁻¹ * Z ^ 2 = Z := by rw [sq, inv_mul_cancel_left₀ hZ.ne']
    rw [neg_mul (2 * Z) r]
    linear_combination (-(1 / 2) * r ^ 2 * Real.exp (-(2 * Z * r))) * hz
  refine (integral_Ioi_of_hasDerivAt_of_tendsto hc.continuousWithinAt
    (fun r _ => (hasDerivAt_moment (-Z / 2) (-(2 * Z)) 1 r).congr_deriv
      (by push_cast; ring)) (integrable_poly hZ ha (Z ^ 2) (-Z)) hlim).trans ?_
  show 0 - -Z / 2 * (a ^ 2 * Real.exp (-(2 * Z) * a)) = _
  ring

/-- Let `e > 0`. If `f` agrees on `(0, e)` with a function `p` that is continuous on the whole real
line, and beyond `e` with a function `q` that is integrable there, then `f` is integrable on the
half-line `r > 0`, and its integral is that of `p` from `0` to `e` plus that of `q` beyond `e`. -/
theorem integral_glue {e : ℝ} {f p q : ℝ → ℝ} (he : 0 < e) (hp : Continuous p)
    (hq : IntegrableOn q (Ioi e)) (h1 : ∀ r, 0 < r → r < e → f r = p r)
    (h2 : ∀ r, e < r → f r = q r) :
    IntegrableOn f (Ioi 0) ∧
      ∫ r in Ioi 0, f r = (∫ r in (0 : ℝ)..e, p r) + ∫ r in Ioi e, q r := by
  have e1 : EqOn f p (Ioo 0 e) := fun r hr => h1 r hr.1 hr.2
  have e2 : EqOn f q (Ioi e) := fun r hr => h2 r hr
  have hp' : IntegrableOn f (Ioc 0 e) := by
    rw [integrableOn_Ioc_iff_integrableOn_Ioo]
    exact ((hp.integrableOn_Icc (a := 0) (b := e)).mono_set Ioo_subset_Icc_self).congr_fun
      e1.symm measurableSet_Ioo
  have hq' : IntegrableOn f (Ioi e) := hq.congr_fun e2.symm measurableSet_Ioi
  rw [← Ioc_union_Ioi_eq_Ioi he.le]
  refine ⟨hp'.union hq', ?_⟩
  rw [setIntegral_union (Ioc_disjoint_Ioi le_rfl) measurableSet_Ioi hp' hq',
    intervalIntegral.integral_of_le he.le, integral_Ioc_eq_integral_Ioo,
    integral_Ioc_eq_integral_Ioo, setIntegral_congr_fun measurableSet_Ioo e1,
    setIntegral_congr_fun measurableSet_Ioi e2]

/-- Energy and norm densities at `r > 0` of a function that near `r` is a linear
polynomial times `exp (-Zr)`. -/
theorem radial_density {Z α β r : ℝ} {u : ℝ → ℝ} (hr : 0 < r)
    (h : u =ᶠ[𝓝 r] fun s => (α + β * s) * Real.exp (-Z * s)) :
    energyDensity Z u r = ((β - Z * (α + β * r)) ^ 2 / 2 * r ^ 2
        - Z * (α + β * r) ^ 2 * r) * Real.exp (-(2 * Z) * r) ∧
      u r ^ 2 * r ^ 2 = (α + β * r) ^ 2 * r ^ 2 * Real.exp (-(2 * Z) * r) := by
  have hW : Real.exp (-Z * r) ^ 2 = Real.exp (-(2 * Z) * r) := by
    rw [sq, ← Real.exp_add]
    congr 1
    ring
  have hu : u r = (α + β * r) * Real.exp (-Z * r) := h.eq_of_nhds
  have hd : HasDerivAt u ((β - Z * (α + β * r)) * Real.exp (-Z * r)) r :=
    HasDerivAt.congr_of_eventuallyEq
      (((((hasDerivAt_id' r).const_mul β).const_add α).fun_mul
        ((hasDerivAt_id' r).const_mul (-Z)).exp).congr_deriv (by ring)) h
  have hi : r⁻¹ * r ^ 2 = r := by rw [sq, inv_mul_cancel_left₀ hr.ne']
  constructor
  · rw [energyDensity, hd.deriv, hu, ← hW]
    linear_combination (-Z * ((α + β * r) * Real.exp (-Z * r)) ^ 2) * hi
  · rw [hu, ← hW]
    ring

/-- For `Z, e > 0` the cut-off orbital has integrable norm and energy densities, and its
energy exceeds `-Z²/2` times its squared norm by an integral over the cut-off region only. -/
theorem energy_excess {Z e : ℝ} (hZ : 0 < Z) (he : 0 < e) :
    IntegrableOn (energyDensity Z (cutoff Z e)) (Ioi 0) ∧
      IntegrableOn (fun r => cutoff Z e r ^ 2 * r ^ 2) (Ioi 0) ∧
      coulombEnergy Z (cutoff Z e) + Z ^ 2 / 2 * normSq (cutoff Z e)
        = (∫ r in (0 : ℝ)..e, r ^ 2 * Real.exp (-(2 * Z) * r)) / (2 * e ^ 2) := by
  have hin : ∀ r, r < e →
      cutoff Z e =ᶠ[𝓝 r] fun s => (0 + 1 / e * s) * Real.exp (-Z * s) := by
    intro r hr
    filter_upwards [Iio_mem_nhds hr] with s hs
    rw [cutoff, min_eq_left ((div_le_one he).2 (le_of_lt hs))]
    ring
  have hout : ∀ r, e < r →
      cutoff Z e =ᶠ[𝓝 r] fun s => (1 + 0 * s) * Real.exp (-Z * s) := by
    intro r hr
    filter_upwards [Ioi_mem_nhds hr] with s hs
    rw [cutoff, min_eq_right ((one_le_div he).2 (le_of_lt hs))]
    ring
  have hE : IntegrableOn (energyDensity Z (cutoff Z e)) (Ioi 0) :=
    (integral_glue he (by fun_prop) (integrable_poly hZ he.le (Z ^ 2 / 2) (-Z))
      (fun r h0 hr => (radial_density h0 (hin r hr)).1)
      (fun r hr => by rw [(radial_density (he.trans hr) (hout r hr)).1]; ring)).1
  have hN : IntegrableOn (fun r => cutoff Z e r ^ 2 * r ^ 2) (Ioi 0) :=
    (integral_glue he (by fun_prop) (integrable_poly hZ he.le 1 0)
      (fun r h0 hr => (radial_density h0 (hin r hr)).2)
      (fun r hr => by rw [(radial_density (he.trans hr) (hout r hr)).2]; ring)).1
  refine ⟨hE, hN, ?_⟩
  -- the total derivative inside the cut-off region
  have hF : ∫ r in (0 : ℝ)..e, -Z / (2 * e ^ 2) * (4 * r ^ 3 + -(2 * Z) * r ^ 4)
      * Real.exp (-(2 * Z) * r) = -Z / (2 * e ^ 2) * (e ^ 4 * Real.exp (-(2 * Z) * e)) := by
    rw [intervalIntegral.integral_eq_sub_of_hasDerivAt
      (f := fun r => -Z / (2 * e ^ 2) * (r ^ 4 * Real.exp (-(2 * Z) * r)))
      (fun r _ => (hasDerivAt_moment (-Z / (2 * e ^ 2)) (-(2 * Z)) 3 r).congr_deriv
        (by push_cast; ring)) (Continuous.intervalIntegrable (by fun_prop) _ _)]
    simp
  have hG := (integral_glue
    (f := fun r => energyDensity Z (cutoff Z e) r + Z ^ 2 / 2 * (cutoff Z e r ^ 2 * r ^ 2))
    (p := fun r => r ^ 2 * Real.exp (-(2 * Z) * r) / (2 * e ^ 2)
      + -Z / (2 * e ^ 2) * (4 * r ^ 3 + -(2 * Z) * r ^ 4) * Real.exp (-(2 * Z) * r))
    he (by fun_prop) (integrable_poly hZ he.le (Z ^ 2) (-Z))
    (fun r h0 hr => by
      obtain ⟨h1, h2⟩ := radial_density h0 (hin r hr)
      rw [h1, h2]; ring)
    (fun r hr => by
      obtain ⟨h1, h2⟩ := radial_density (he.trans hr) (hout r hr)
      rw [h1, h2]; ring)).2
  rw [coulombEnergy, normSq, ← integral_const_mul,
    ← integral_add hE (Integrable.const_mul hN _), hG, integral_tail hZ he.le,
    intervalIntegral.integral_add (Continuous.intervalIntegrable (by fun_prop) _ _)
      (Continuous.intervalIntegrable (by fun_prop) _ _), intervalIntegral.integral_div, hF]
  -- the boundary terms at the cut-off radius cancel
  have h4 : e ^ 4 * (e ^ 2)⁻¹ = e ^ 2 := by
    rw [show e ^ 4 = e ^ 2 * e ^ 2 by ring, mul_assoc, mul_inv_cancel₀ (by positivity), mul_one]
  linear_combination (-Z / 2 * Real.exp (-(2 * Z) * e)) * h4

/-- For `Z > 0` and `0 < e ≤ 1` the quotient of the cut-off orbital, with a contact term of
any strength, lies between `-Z²/2` and `-Z²/2 + exp (4Z) e / 6`. -/
theorem rayleigh_bounds {Z e : ℝ} (hZ : 0 < Z) (he : 0 < e) (he1 : e ≤ 1) (D : ℝ) :
    -Z ^ 2 / 2 ≤ rayleigh Z D (cutoff Z e) ∧
      rayleigh Z D (cutoff Z e) ≤ -Z ^ 2 / 2 + Real.exp (4 * Z) * e / 6 := by
  obtain ⟨-, hN, hx⟩ := energy_excess hZ he
  have hI0 : 0 ≤ ∫ r in (0 : ℝ)..e, r ^ 2 * Real.exp (-(2 * Z) * r) :=
    intervalIntegral.integral_nonneg he.le fun r _ => by positivity
  have hI1 : ∫ r in (0 : ℝ)..e, r ^ 2 * Real.exp (-(2 * Z) * r) ≤ e ^ 3 / 3 := by
    have h : ∫ r in (0 : ℝ)..e, r ^ 2 * Real.exp (-(2 * Z) * r) ≤ ∫ r in (0 : ℝ)..e, r ^ 2 :=
      intervalIntegral.integral_mono_on he.le
        (Continuous.intervalIntegrable (by fun_prop) _ _)
        (Continuous.intervalIntegrable (by fun_prop) _ _) fun r hr =>
          mul_le_of_le_one_right (sq_nonneg r)
            (Real.exp_le_one_iff.2 (by nlinarith [mul_nonneg hZ.le hr.1]))
    rw [integral_pow] at h
    refine h.trans (le_of_eq ?_)
    norm_num
  have hx0 := div_nonneg hI0 (show 0 ≤ 2 * e ^ 2 by positivity)
  have hx1 : (∫ r in (0 : ℝ)..e, r ^ 2 * Real.exp (-(2 * Z) * r)) / (2 * e ^ 2) ≤ e / 6 := by
    rw [div_le_iff₀ (by positivity)]
    linarith
  rw [← hx] at hx0 hx1
  -- the shell between radii 1 and 2 keeps the norm away from zero
  have hlow : Real.exp (-Z * 2) ^ 2 ≤ normSq (cutoff Z e) := by
    have hc : ∫ _r in Ioc (1 : ℝ) 2, Real.exp (-Z * 2) ^ 2 = Real.exp (-Z * 2) ^ 2 := by
      rw [← intervalIntegral.integral_of_le one_le_two, intervalIntegral.integral_const]
      norm_num
    rw [← hc]
    refine (setIntegral_mono_on continuous_const.integrableOn_Ioc
      (hN.mono_set fun r hr => lt_trans one_pos hr.1) measurableSet_Ioc
      fun r hr => ?_).trans (setIntegral_mono_set hN
        (ae_of_all _ fun r => mul_nonneg (sq_nonneg _) (sq_nonneg _))
        (LE.le.eventuallyLE (show Ioc (1 : ℝ) 2 ⊆ Ioi 0 from
          fun r hr => lt_trans one_pos hr.1)))
    have hexp : Real.exp (-Z * 2) ≤ Real.exp (-Z * r) :=
      Real.exp_le_exp.2 (by nlinarith [hr.2])
    rw [cutoff, min_eq_right ((one_le_div he).2 (he1.trans hr.1.le)), one_mul]
    have h1 := pow_le_pow_left₀ (Real.exp_pos _).le hexp 2
    have h2 : 1 ≤ r ^ 2 := by nlinarith [hr.1]
    exact h1.trans (le_mul_of_one_le_right (sq_nonneg _) h2)
  have hpos : 0 < normSq (cutoff Z e) := lt_of_lt_of_le (by positivity) hlow
  have hB : Real.exp (4 * Z) * Real.exp (-Z * 2) ^ 2 = 1 := by
    rw [sq, ← Real.exp_add, ← Real.exp_add, Real.exp_eq_one_iff]
    ring
  have hBN : 1 ≤ Real.exp (4 * Z) * normSq (cutoff Z e) := by
    rw [← hB]
    exact mul_le_mul_of_nonneg_left hlow (Real.exp_pos _).le
  have hk := mul_le_mul_of_nonneg_left hBN (show 0 ≤ e / 6 by positivity)
  have h0 : cutoff Z e 0 = 0 := by simp [cutoff]
  rw [rayleigh, h0]
  constructor
  · rw [le_div_iff₀ hpos]
    linarith
  · rw [div_le_iff₀ hpos]
    linarith

/-- For `Z > 0` and a contact term of any strength `D`, the Rayleigh quotient of the cut-off
orbital tends to `-Z²/2` as the cut-off radius shrinks to zero. -/
theorem contact_term_lost {Z : ℝ} (hZ : 0 < Z) (D : ℝ) :
    Tendsto (fun e => rayleigh Z D (cutoff Z e)) (𝓝[>] 0) (𝓝 (-Z ^ 2 / 2)) := by
  have hc : Continuous (fun e : ℝ => -Z ^ 2 / 2 + Real.exp (4 * Z) * e / 6) := by fun_prop
  have hup : Tendsto (fun e : ℝ => -Z ^ 2 / 2 + Real.exp (4 * Z) * e / 6)
      (𝓝[>] 0) (𝓝 (-Z ^ 2 / 2)) := by
    have h := (hc.tendsto 0).mono_left (nhdsWithin_le_nhds (s := Ioi 0))
    simpa only [mul_zero, zero_div, add_zero] using h
  refine tendsto_of_tendsto_of_tendsto_of_le_of_le' tendsto_const_nhds hup ?_ ?_
  · filter_upwards [Ioc_mem_nhdsGT one_pos] with e he
    exact (rayleigh_bounds hZ he.1 he.2 D).1
  · filter_upwards [Ioc_mem_nhdsGT one_pos] with e he
    exact (rayleigh_bounds hZ he.1 he.2 D).2

/-- For `Z > 0` the 1s orbital itself feels the contact term: its Rayleigh quotient is
`-Z²/2 + 4 D Z³`. -/
theorem rayleigh_orbital1s {Z : ℝ} (hZ : 0 < Z) (D : ℝ) :
    rayleigh Z D (orbital1s Z) = -Z ^ 2 / 2 + 4 * D * Z ^ 3 := by
  have hs (r : ℝ) : orbital1s Z =ᶠ[𝓝 r] fun s => (1 + 0 * s) * Real.exp (-Z * s) :=
    Eventually.of_forall fun s => by simp [orbital1s]
  have hG : ∫ r in Ioi (0 : ℝ), r ^ 2 * Real.exp (-(2 * Z * r)) = 1 / (4 * Z ^ 3) := by
    have h := Real.integral_rpow_mul_exp_neg_mul_Ioi (a := ((2 : ℕ) : ℝ) + 1) (r := 2 * Z)
      (by positivity) (by positivity)
    rw [Real.Gamma_nat_eq_factorial] at h
    simp only [add_sub_cancel_right, Real.rpow_natCast] at h
    rw [h, show ((2 : ℕ) : ℝ) + 1 = ((3 : ℕ) : ℝ) by norm_num, Real.rpow_natCast,
      show Nat.factorial 2 = 2 from rfl]
    push_cast
    ring
  have hN : normSq (orbital1s Z) = 1 / (4 * Z ^ 3) := by
    rw [← hG, normSq]
    refine setIntegral_congr_fun measurableSet_Ioi fun r hr => ?_
    have h := (radial_density hr (hs r)).2
    simp only [h, neg_mul]
    ring
  have hE : coulombEnergy Z (orbital1s Z) = -Z ^ 2 / 2 * (1 / (4 * Z ^ 3)) := by
    have hi : IntegrableOn (fun r : ℝ => r ^ 2 * Real.exp (-(2 * Z * r))) (Ioi 0) := by
      simpa using integrable_poly hZ le_rfl 1 0
    have h : coulombEnergy Z (orbital1s Z) = ∫ r in Ioi (0 : ℝ),
        ((Z ^ 2 * r ^ 2 + -Z * r) * Real.exp (-(2 * Z) * r)
          - Z ^ 2 / 2 * (r ^ 2 * Real.exp (-(2 * Z * r)))) := by
      rw [coulombEnergy]
      refine setIntegral_congr_fun measurableSet_Ioi fun r hr => ?_
      have h := (radial_density hr (hs r)).1
      simp only [h, neg_mul]
      ring
    rw [h, integral_sub (integrable_poly hZ le_rfl (Z ^ 2) (-Z)) (Integrable.const_mul hi _),
      integral_const_mul, integral_tail hZ le_rfl, hG]
    ring
  have h0 : orbital1s Z 0 = 1 := by simp [orbital1s]
  have hc : 4 * Z ^ 3 * (1 / (4 * Z ^ 3)) = 1 := mul_one_div_cancel (by positivity)
  rw [rayleigh, hE, hN, h0, div_eq_iff (by positivity)]
  linear_combination (-D) * hc

/-- For `Z > 0` and a repulsive contact term `D > 0`, every sufficiently small cut-off radius
gives a Rayleigh quotient strictly below that of the 1s orbital. -/
theorem cutoff_beats_orbital1s {Z D : ℝ} (hZ : 0 < Z) (hD : 0 < D) :
    ∀ᶠ e in 𝓝[>] 0, rayleigh Z D (cutoff Z e) < rayleigh Z D (orbital1s Z) := by
  refine (tendsto_order.1 (contact_term_lost hZ D)).2 _ ?_
  rw [rayleigh_orbital1s hZ D]
  have h : 0 < 4 * D * Z ^ 3 := by positivity
  linarith

end

end DarwinContactTerm
```

```lean
#print axioms DarwinContactTerm.contact_term_lost
-- 'DarwinContactTerm.contact_term_lost' depends on axioms: [propext, Classical.choice, Quot.sound]
#print axioms DarwinContactTerm.cutoff_beats_orbital1s
-- 'DarwinContactTerm.cutoff_beats_orbital1s' depends on axioms: [propext, Classical.choice, Quot.sound]
```

## Gluing at the kink, then squeezing

`radial_density` computes both densities wherever $u$ is locally $(\alpha+\beta r)e^{-Zr}$. It asks for agreement near $r$, because a derivative needs more than the value at one point. The choice $\alpha=0,\ \beta=1/e$ is the inside piece; $\alpha=1,\ \beta=0$ is the outside piece and the 1s orbital.

`integral_glue` joins the integrals over the two regions and proves integrability on the half-line, given integrability of the tail, which `energy_excess` supplies from `integrable_poly`. `hasDerivAt_moment` supplies the total derivatives, and `integral_tail` evaluates the outer one. In `energy_excess`, the final `linear_combination` cancels the boundary terms at $e$.

`rayleigh_bounds` contains the estimates $e/6$ and $e^{-4Z}$, the latter as `hlow`. `contact_term_lost` squeezes the quotient between the two bounds. `rayleigh_orbital1s` takes the norm from Mathlib's Gamma integral, and `cutoff_beats_orbital1s` uses the fact that a function whose limit lies below a number eventually lies below it too.
